# Stationary trial energies at a root of a Hermitian KKR matrix with nonzero slope

In a KKR calculation, an approximate coefficient vector, say from a neighbouring $k$ point, can be turned into an energy estimate: hold the vector fixed, form its expectation value with the secular matrix, and solve the resulting scalar equation for the energy. The problems below ask how much of the vector's error reaches that energy, for a finite matrix that is Hermitian at the exact root.

Let $M(E)$ be a family of complex matrices depending on a real energy $E$. At the root $E_0$ there is a vector $p$ with $M(E_0)p=0$. The rows and columns are labelled by a finite set `n`, which stands for the partial waves kept in the calculation.

```lean
import Mathlib

open Matrix Filter Topology

namespace KKRSecularVariation

noncomputable section

variable {n : Type*} [Fintype n]
```

Write $\langle a,Ab\rangle=\sum_{ij}\bar a_iA_{ij}b_j$, conjugate-linear in the first vector. In Lean this is `pairing A a b`.

```lean
/-- The matrix element `⟨a, A b⟩` of a secular matrix `A` between two coefficient vectors. -/
def pairing (A : Matrix n n ℂ) (a b : n → ℂ) : ℂ := star a ⬝ᵥ (A *ᵥ b)
```

The trial vector is $v_x=p+xq$, with $q$ an arbitrary error vector and $x$ a real admixture. It is not normalised, which does not affect the zeros of the secular form.

```lean
/-- The trial vector `p + x q`: the vector `p` with an admixture `x` of the error vector `q`. -/
def trial (p q : n → ℂ) (x : ℝ) : n → ℂ := p + (x : ℂ) • q
```

The KKR form of the matrix is $M_{LL'}=B_{LL'}+C_L\delta_{LL'}$. Here $B$ holds the structure constants and $C_L=\kappa\cot\eta_L$, with $\kappa$ the interstitial wave number and $\eta_L$ the phase shift. The type `n → ℝ` makes $C$ real, so there is no absorption.

```lean
/-- The secular matrix of KKR form: structure constants `B` plus a real diagonal `C`,
whose entries stand for `κ cot η` in each partial wave. -/
def kkrMatrix [DecidableEq n] (B : Matrix n n ℂ) (C : n → ℝ) : Matrix n n ℂ :=
  B + Matrix.diagonal (fun L => (C L : ℂ))
```

## (a) The trial form as a polynomial in the admixture

For any matrix $A$, show that
$$\langle v_x,Av_x\rangle=\langle p,Ap\rangle+x\big(\langle p,Aq\rangle+\langle q,Ap\rangle\big)+x^2\langle q,Aq\rangle .$$

**Solution.** Expand both slots. The left slot contributes $\bar x$, which equals $x$ because $x$ is real. Collect powers of $x$. In Lean, `simp only` distributes the products and `ring` collects them.

```lean
/-- The secular form of a trial vector is a quadratic polynomial in the admixture `x`. -/
theorem pairing_trial (A : Matrix n n ℂ) (p q : n → ℂ) (x : ℝ) :
    pairing A (trial p q x) (trial p q x) =
      pairing A p p + x * (pairing A p q + pairing A q p) + x ^ 2 * pairing A q q := by
  have hx : star (x : ℂ) = x := Complex.conj_ofReal x
  simp only [pairing, trial, star_add, star_smul, Matrix.mulVec_add, Matrix.mulVec_smul,
    add_dotProduct, dotProduct_add, smul_dotProduct, dotProduct_smul, smul_eq_mul, hx]
  ring
```

## (b) A null vector on the left

Let $A$ be Hermitian with $Ap=0$. Show that $\langle p,Aq\rangle=0$ for every $q$.

**Solution.** Move the matrix to the left:
$$\langle p,Aq\rangle=p^\dagger Aq=(A^\dagger p)^\dagger q=(Ap)^\dagger q=0 .$$
The Lean proof takes the adjoint of $Ap=0$ with `Matrix.star_mulVec` and substitutes it.

```lean
/-- A null vector of a Hermitian matrix also annihilates it from the left. -/
theorem pairing_null_left {A : Matrix n n ℂ} (hA : A.IsHermitian) {p : n → ℂ}
    (hp : A *ᵥ p = 0) (q : n → ℂ) : pairing A p q = 0 := by
  have h := Matrix.star_mulVec A p
  rw [hA.eq, hp, star_zero] at h
  rw [pairing, Matrix.dotProduct_mulVec, ← h, zero_dotProduct]
```

## (c) The energy derivative of a matrix element

Suppose each entry of $M$ is differentiable at $E_0$, with derivative $M'_{ij}$. For fixed $a,b$ show that
$$\frac{d}{dE}\langle a,M(E)b\rangle\Big|_{E_0}=\langle a,M'b\rangle .$$

**Solution.** The matrix element is the finite sum $\sum_{ij}\bar a_iM_{ij}(E)b_j$ with constant coefficients, so it may be differentiated term by term. The two uses of `HasDerivAt.fun_sum` are the two sums.

```lean
/-- If the entries of `M(E)` are differentiable at `E0`, the energy derivative of a matrix
element between fixed vectors is the matrix element of the derivative. -/
theorem hasDerivAt_pairing {M : ℝ → Matrix n n ℂ} {M' : Matrix n n ℂ} {E0 : ℝ}
    (hd : ∀ i j, HasDerivAt (fun e => M e i j) (M' i j) E0) (a b : n → ℂ) :
    HasDerivAt (fun e => pairing (M e) a b) (pairing M' a b) E0 := by
  simp only [pairing, dotProduct, Matrix.mulVec]
  exact HasDerivAt.fun_sum fun i _ =>
    (HasDerivAt.fun_sum fun j _ => (hd i j).mul_const (b j)).const_mul (star a i)
```

## (d) Factoring out a zero

Let $f$ be a complex function of a real variable, differentiable at $a$, with $f(a)=0$. Find $D$ such that
$$f(e)=(e-a)\,D(e),\qquad D(e)\to f'(a)\ \text{ as } e\to a .$$

**Solution.** Take $D(e)=f(e)/(e-a)$ for $e\neq a$ and $D(a)=f'(a)$. The factorisation is immediate, and the limit is the definition of the derivative. Mathlib calls this function `dslope f a`.

```lean
/-- A function differentiable at a zero `a` is `(e - a) D(e)`, where `D` tends to its
derivative at `a`. -/
theorem factor_at_zero {f : ℝ → ℂ} {f' : ℂ} {a : ℝ} (hf : HasDerivAt f f' a) (h0 : f a = 0) :
    ∃ D : ℝ → ℂ, Tendsto D (𝓝 a) (𝓝 f') ∧ ∀ e : ℝ, f e = ((e : ℂ) - a) * D e := by
  refine ⟨dslope f a, ?_, fun e => ?_⟩
  · have h := (continuousAt_dslope_same.2 hf.differentiableAt).tendsto
    rwa [dslope_same, hf.deriv] at h
  · have h := sub_smul_dslope f a e
    rw [Complex.real_smul, Complex.ofReal_sub, h0, sub_zero] at h
    exact h.symm
```

## (e) The size of the energy error

Let $M(E_0)$ be Hermitian and $\langle p,M'p\rangle\neq0$. Let $E(x)$ be real, continuous at $0$, with $E(0)=E_0$ and $\langle v_x,M(E(x))v_x\rangle=0$ for all real $x$. Show that
$$\lim_{x\to0}\frac{E(x)-E_0}{x^2}=-\frac{\langle q,M(E_0)q\rangle}{\langle p,M'p\rangle}.$$

The slope condition says that the secular form of the exact vector passes through zero at a nonzero rate as the energy varies. For an ordinary eigenvalue problem, $M=H-E$, the slope is $-\langle p,p\rangle$.

**Solution.** At $E_0$ the element $\langle p,Mp\rangle$ vanishes, and so does the cross sum $\langle p,Mq\rangle+\langle q,Mp\rangle$, by (b) and $M(E_0)p=0$. By (c) and (d),
$$\langle p,M(e)p\rangle=(e-E_0)D(e),\qquad \langle p,M(e)q\rangle+\langle q,M(e)p\rangle=(e-E_0)G(e),$$
where $D(e)\to\langle p,M'p\rangle$ and $G(e)$ has a finite limit. Put $e=E(x)$ into (a):
$$(E(x)-E_0)\big[D(E(x))+xG(E(x))\big]+x^2\langle q,M(E(x))q\rangle=0 .$$
By continuity of $E$, the bracket tends to $\langle p,M'p\rangle$, so it is nonzero for small $x$. For such $x\neq0$,
$$\frac{E(x)-E_0}{x^2}=-\frac{\langle q,M(E(x))q\rangle}{D(E(x))+xG(E(x))},$$
and the limit follows.

The cross terms vanish at $E_0$, but in general not at $E(x)$. Deleting them from the start gives the right limit, but from an equation that is in general wrong.

In the Lean statement, `hd` asks for differentiability at $E_0$ only, and `𝓝[≠] 0` means $x\to0$ with $x\neq0$. The existence of the branch $E(x)$ is assumed in `hsec` for all real $x$, although the argument uses it only near $x=0$. In the proof, `hden` and `hq` are the limits of denominator and numerator, and the closing `linear_combination` solves the secular equation for the quotient.

```lean
/-- Let `M(E0)` be Hermitian with null vector `p`, let `M` be differentiable at `E0` with
`⟨p, M' p⟩ ≠ 0`, and let `E(x)` be continuous at `0` with `E(0) = E0` and solve the secular
equation of the trial vector `p + x q`. Then `(E(x) - E0) / x²` tends to
`-⟨q, M(E0) q⟩ / ⟨p, M' p⟩` as `x` tends to `0`. -/
theorem energy_error_second_order {M : ℝ → Matrix n n ℂ} {M' : Matrix n n ℂ} {E0 : ℝ}
    {p q : n → ℂ} {E : ℝ → ℝ} (hM : (M E0).IsHermitian)
    (hd : ∀ i j, HasDerivAt (fun e => M e i j) (M' i j) E0)
    (hp : M E0 *ᵥ p = 0) (hs : pairing M' p p ≠ 0)
    (hE : ContinuousAt E 0) (h0 : E 0 = E0)
    (hsec : ∀ x : ℝ, pairing (M (E x)) (trial p q x) (trial p q x) = 0) :
    Tendsto (fun x : ℝ => (((E x - E0) / x ^ 2 : ℝ) : ℂ)) (𝓝[≠] 0)
      (𝓝 (-pairing (M E0) q q / pairing M' p p)) := by
  have hEt : Tendsto E (𝓝[≠] 0) (𝓝 E0) := by
    have h := hE.tendsto
    rw [h0] at h
    exact h.mono_left nhdsWithin_le_nhds
  have hx : Tendsto (fun x : ℝ => (x : ℂ)) (𝓝[≠] 0) (𝓝 0) := by
    have h := Complex.continuous_ofReal.tendsto (0 : ℝ)
    rw [Complex.ofReal_zero] at h
    exact h.mono_left nhdsWithin_le_nhds
  -- the diagonal element and the cross terms all vanish at `E0`
  obtain ⟨D, hD, eD⟩ := factor_at_zero (hasDerivAt_pairing hd p p) (pairing_null_left hM hp p)
  obtain ⟨G, hG, eG⟩ := factor_at_zero
    ((hasDerivAt_pairing hd p q).fun_add (hasDerivAt_pairing hd q p)) (by
      have h : pairing (M E0) q p = 0 := by simp [pairing, hp]
      show pairing (M E0) p q + pairing (M E0) q p = 0
      rw [pairing_null_left hM hp q, h, add_zero])
  have hden : Tendsto (fun x : ℝ => D (E x) + (x : ℂ) * G (E x)) (𝓝[≠] 0)
      (𝓝 (pairing M' p p)) := by
    have h := (hD.comp hEt).add (hx.mul (hG.comp hEt))
    rw [zero_mul, add_zero] at h
    exact h
  have hq : Tendsto (fun x : ℝ => pairing (M (E x)) q q) (𝓝[≠] 0)
      (𝓝 (pairing (M E0) q q)) :=
    (hasDerivAt_pairing hd q q).continuousAt.tendsto.comp hEt
  -- solve the secular equation for the energy error
  refine (hq.neg.div hden hs).congr' ?_
  filter_upwards [hden.eventually_ne hs, self_mem_nhdsWithin] with x hne hx0
  have hxc : (x : ℂ) ≠ 0 := Complex.ofReal_ne_zero.2 hx0
  have e1 : pairing (M (E x)) p p = ((E x : ℂ) - E0) * D (E x) := eD (E x)
  have e2 : pairing (M (E x)) p q + pairing (M (E x)) q p = ((E x : ℂ) - E0) * G (E x) :=
    eG (E x)
  have e3 := hsec x
  rw [pairing_trial, e1, e2] at e3
  show -pairing (M (E x)) q q / (D (E x) + (x : ℂ) * G (E x)) = _
  push_cast
  rw [div_eq_div_iff hne (pow_ne_zero 2 hxc)]
  linear_combination -e3
```

## (f) No first-order energy error

Under the hypotheses of (e), show that $E$ is differentiable at $0$ and
$$E'(0)=0 .$$

**Solution.** For $x\neq0$,
$$\frac{E(x)-E(0)}{x}=x\cdot\frac{E(x)-E_0}{x^2}\longrightarrow0,$$
since the second factor converges. Differentiability is thus a conclusion; only continuity was assumed.

In `HasDerivAt E 0 0` the first zero is the derivative and the second is the point. The proof takes real parts because the limit in (e) is stated in $\mathbb C$.

```lean
/-- Let `M(E0)` be Hermitian with null vector `p`, let `M` be differentiable at `E0` with
`⟨p, M' p⟩ ≠ 0`, and let `E(x)` be continuous at `0` with `E(0) = E0` and solve the secular
equation of the trial vector `p + x q`. Then `E` is differentiable at `0` and `E'(0) = 0`. -/
theorem energy_stationary {M : ℝ → Matrix n n ℂ} {M' : Matrix n n ℂ} {E0 : ℝ}
    {p q : n → ℂ} {E : ℝ → ℝ} (hM : (M E0).IsHermitian)
    (hd : ∀ i j, HasDerivAt (fun e => M e i j) (M' i j) E0)
    (hp : M E0 *ᵥ p = 0) (hs : pairing M' p p ≠ 0)
    (hE : ContinuousAt E 0) (h0 : E 0 = E0)
    (hsec : ∀ x : ℝ, pairing (M (E x)) (trial p q x) (trial p q x) = 0) :
    HasDerivAt E 0 0 := by
  have h := (Complex.continuous_re.tendsto _).comp
    (energy_error_second_order hM hd hp hs hE h0 hsec)
  have hx : Tendsto (fun x : ℝ => x) (𝓝[≠] 0) (𝓝 0) :=
    tendsto_id.mono_left nhdsWithin_le_nhds
  -- the difference quotient is `x` times a convergent quantity
  have h2 := hx.mul h
  rw [zero_mul] at h2
  rw [hasDerivAt_iff_tendsto_slope]
  refine h2.congr' ?_
  filter_upwards [self_mem_nhdsWithin] with x hx0
  have hx1 : x ≠ 0 := hx0
  show x * (((E x - E0) / x ^ 2 : ℝ) : ℂ).re = slope E 0 x
  rw [Complex.ofReal_re, slope_def_field, h0, sub_zero]
  field_simp
```

## (g) Structure constants and phase shifts

Let $M(E)=B(E)+\mathrm{diag}\,C_L(E)$, with $B(E_0)$ Hermitian and $B$, $C_L$ differentiable at $E_0$. With the null vector, slope and branch as before, show that
$$M(E_0)^\dagger=M(E_0),\qquad M'=B'+\mathrm{diag}\,C'_L,$$
and hence that the trial energy is stationary.

**Solution.** A real diagonal matrix is Hermitian, and so is its sum with $B(E_0)$. Differentiating entry by entry gives $M'$, and (f) applies. Lean treats diagonal and off-diagonal entries separately.

Hermiticity of the structure constants is a hypothesis here, not derived from the lattice sum. Roots $E_0$ at which $\kappa\cot\eta_L$ or a structure constant diverges are excluded.

In code, the scalar equation can be solved by Newton steps at fixed $v$,
$$E\leftarrow E-\frac{\langle v,M(E)v\rangle}{\langle v,M'(E)v\rangle},$$
where $M'(E)$ is now the derivative at the current energy. A useful test is to halve a small $x$: the converged energy error should fall by a factor of about four if $\langle q,M(E_0)q\rangle\neq0$.

```lean
/-- Stationarity for a matrix of KKR form: with structure constants Hermitian at `E0`,
differentiable `B` and `C`, a null vector `p` at `E0` and nonzero slope `⟨p, M' p⟩`, a
continuous solution `E(x)` of the trial secular equation with `E(0) = E0` has `E'(0) = 0`. -/
theorem kkr_energy_stationary [DecidableEq n] {B : ℝ → Matrix n n ℂ} {B' : Matrix n n ℂ}
    {C : n → ℝ → ℝ} {C' : n → ℝ} {E0 : ℝ} {p q : n → ℂ} {E : ℝ → ℝ}
    (hB : (B E0).IsHermitian) (hdB : ∀ i j, HasDerivAt (fun e => B e i j) (B' i j) E0)
    (hdC : ∀ L, HasDerivAt (C L) (C' L) E0)
    (hp : kkrMatrix (B E0) (fun L => C L E0) *ᵥ p = 0)
    (hs : pairing (kkrMatrix B' C') p p ≠ 0) (hE : ContinuousAt E 0) (h0 : E 0 = E0)
    (hsec : ∀ x : ℝ, pairing (kkrMatrix (B (E x)) (fun L => C L (E x)))
      (trial p q x) (trial p q x) = 0) :
    HasDerivAt E 0 0 := by
  refine energy_stationary (M := fun e => kkrMatrix (B e) (fun L => C L e))
    (hB.add ?_) (fun i j => ?_) hp hs hE h0 hsec
  · rw [Matrix.IsHermitian, Matrix.diagonal_conjTranspose]
    exact congrArg Matrix.diagonal (funext fun L => Complex.conj_ofReal _)
  · by_cases h : i = j
    · subst h
      simpa [kkrMatrix] using (hdB i i).fun_add (hdC i).ofReal_comp
    · simpa [kkrMatrix, Matrix.diagonal_apply_ne _ h] using hdB i j
```

## (h) Two levels, solved in full

Take levels at energies 0 and 1, so that $M(E)=\mathrm{diag}(-E,\,1-E)$.

```lean
/-- The matrix `diag(-E, 1 - E)`, the secular matrix of two levels at energies 0 and 1. -/
def twoLevel (e : ℝ) : Matrix (Fin 2) (Fin 2) ℂ := !![-(e : ℂ), 0; 0, 1 - (e : ℂ)]
```

With $E_0=0$, $p=(1,0)$ and $q=(0,1)$, show that the hypotheses of (f) are met by
$$E(x)=\frac{x^2}{1+x^2}.$$

**Solution.** $M(0)=\mathrm{diag}(0,1)$ is Hermitian and annihilates $p$, and $M'=-\mathbb 1$ gives slope $-1$. For $v_x=(1,x)$ the secular form is
$$-E+x^2(1-E)=x^2-E(1+x^2),$$
which vanishes at the stated $E(x)$. This is the Rayleigh quotient of $\mathrm{diag}(0,1)$, and $E(x)/x^2\to1$, as (e) predicts. The identity `key` in the proof is the displayed form. The remaining hypothesis, $E(0)=0$, is read off from the formula and is not a clause of the Lean statement.

```lean
/-- The two-level matrix with `p = (1,0)`, `q = (0,1)` and `E(x) = x² / (1 + x²)` meets the
hypotheses of the stationarity theorem at `E0 = 0`, apart from `E(0) = 0`, which is not stated here.
-/
theorem energy_stationary_witness :
    (twoLevel 0).IsHermitian ∧
    (∀ i j, HasDerivAt (fun e => twoLevel e i j)
      ((!![-1, 0; 0, -1] : Matrix (Fin 2) (Fin 2) ℂ) i j) 0) ∧
    twoLevel 0 *ᵥ ![1, 0] = 0 ∧
    pairing (!![-1, 0; 0, -1] : Matrix (Fin 2) (Fin 2) ℂ) ![1, 0] ![1, 0] ≠ 0 ∧
    ContinuousAt (fun x : ℝ => x ^ 2 / (1 + x ^ 2)) 0 ∧
    ∀ x : ℝ, pairing (twoLevel (x ^ 2 / (1 + x ^ 2)))
      (trial ![1, 0] ![0, 1] x) (trial ![1, 0] ![0, 1] x) = 0 := by
  have h : HasDerivAt (fun e : ℝ => (e : ℂ)) 1 0 := by
    simpa using (hasDerivAt_id (0 : ℝ)).ofReal_comp
  refine ⟨Matrix.IsHermitian.ext fun i j => ?_, fun i j => ?_, ?_, ?_, ?_, fun x => ?_⟩
  · fin_cases i <;> fin_cases j <;> simp [twoLevel]
  · fin_cases i <;> fin_cases j
    · exact h.fun_neg
    · exact hasDerivAt_const (0 : ℝ) (0 : ℂ)
    · exact hasDerivAt_const (0 : ℝ) (0 : ℂ)
    · exact h.const_sub 1
  · ext i
    fin_cases i <;> simp [twoLevel, Matrix.mulVec, dotProduct, Fin.sum_univ_two]
  · simp [pairing, Matrix.mulVec, dotProduct, Fin.sum_univ_two]
  · exact (Continuous.div (by fun_prop) (by fun_prop) (fun x => by positivity)).continuousAt
  · have key : ∀ e : ℝ, pairing (twoLevel e) (trial ![1, 0] ![0, 1] x)
        (trial ![1, 0] ![0, 1] x) = (x : ℂ) ^ 2 - e * (1 + (x : ℂ) ^ 2) := by
      intro e
      rw [pairing_trial]
      simp [pairing, twoLevel, Matrix.mulVec, dotProduct, Fin.sum_univ_two]
      ring
    have hx : (1 + (x : ℂ) ^ 2) ≠ 0 := by
      exact_mod_cast (by positivity : (1 + x ^ 2 : ℝ) ≠ 0)
    rw [key]
    push_cast
    rw [div_mul_cancel₀ _ hx, sub_self]
```

## (i) A non-Hermitian matrix with a linear error

For
$$M(E)=\begin{pmatrix}-E&1\\0&0\end{pmatrix}$$
and the same $p,q$, show that $E(x)=x$ solves the trial equation, although $M(0)p=0$ and the slope is $-1$.

**Solution.** The first column of $M(0)$ is zero, so $M(0)p=0$. Also $\langle p,M(E)p\rangle=-E$, with derivative $-1$. Finally $M(E)v_x=(x-E,\,0)$, so the form is $x-E$. The cross term $\langle p,M(0)q\rangle=1$, which (b) would remove for a Hermitian matrix, produces the linear error. This is an algebraic counter-example, not a physical model: the matrix is singular at every energy.

```lean
/-- Without Hermiticity stationarity can fail: for `M(E) = [[-E, 1], [0, 0]]`, `p = (1,0)` is
a null vector at `E = 0` with nonzero slope, yet `E(x) = x` solves the trial secular equation
with `q = (0,1)`. -/
theorem hermiticity_needed :
    let M : ℝ → Matrix (Fin 2) (Fin 2) ℂ := fun e => !![-(e : ℂ), 1; 0, 0]
    M 0 *ᵥ ![1, 0] = 0 ∧
    HasDerivAt (fun e => pairing (M e) ![1, 0] ![1, 0]) (-1) 0 ∧
    ∀ x : ℝ, pairing (M x) (trial ![1, 0] ![0, 1] x) (trial ![1, 0] ![0, 1] x) = 0 := by
  intro M
  have h : HasDerivAt (fun e : ℝ => (e : ℂ)) 1 0 := by
    simpa using (hasDerivAt_id (0 : ℝ)).ofReal_comp
  refine ⟨?_, ?_, fun x => ?_⟩
  · ext i
    fin_cases i <;> simp [M, Matrix.mulVec, dotProduct, Fin.sum_univ_two]
  · have e : (fun e => pairing (M e) ![1, 0] ![1, 0]) = fun e : ℝ => -(e : ℂ) := by
      funext e
      simp [M, pairing, Matrix.mulVec, dotProduct, Fin.sum_univ_two]
    rw [e]
    exact h.fun_neg
  · rw [pairing_trial]
    simp [M, pairing, Matrix.mulVec, dotProduct, Fin.sum_univ_two]
```

## (j) A vanishing slope with a linear error

For the Hermitian family $M(E)=\mathrm{diag}(E^2,-1)$ and the same $p,q$, show that $E(x)=x$ again solves the trial equation at $E_0=0$.

**Solution.** $M(0)p=0$, and $\langle p,M(E)p\rangle=E^2$ has zero derivative at $0$. The trial form is $E^2-x^2$, which vanishes for $E=x$. At $x=0$ the form is $E^2$, which has a double zero, so the second-order change $-x^2$ moves the root at first order. This family too is chosen for its algebra and does not model a particular crystal.

```lean
/-- With zero slope stationarity can fail: for the Hermitian family `M(E) = diag(E², -1)`,
`p = (1,0)` is a null vector at `E = 0` with `⟨p, M(E) p⟩` of zero derivative there, yet
`E(x) = x` solves the trial secular equation with `q = (0,1)`. -/
theorem slope_needed :
    let M : ℝ → Matrix (Fin 2) (Fin 2) ℂ := fun e => !![(e : ℂ) ^ 2, 0; 0, -1]
    (∀ e, (M e).IsHermitian) ∧ M 0 *ᵥ ![1, 0] = 0 ∧
    HasDerivAt (fun e => pairing (M e) ![1, 0] ![1, 0]) 0 0 ∧
    ∀ x : ℝ, pairing (M x) (trial ![1, 0] ![0, 1] x) (trial ![1, 0] ![0, 1] x) = 0 := by
  intro M
  have h : HasDerivAt (fun e : ℝ => (e : ℂ)) 1 0 := by
    simpa using (hasDerivAt_id (0 : ℝ)).ofReal_comp
  refine ⟨fun e => Matrix.IsHermitian.ext fun i j => ?_, ?_, ?_, fun x => ?_⟩
  · fin_cases i <;> fin_cases j <;> simp [M]
  · ext i
    fin_cases i <;> simp [M, Matrix.mulVec, dotProduct, Fin.sum_univ_two]
  · have e : (fun e => pairing (M e) ![1, 0] ![1, 0]) = fun e : ℝ => (e : ℂ) ^ 2 := by
      funext e
      simp [M, pairing, Matrix.mulVec, dotProduct, Fin.sum_univ_two]
    rw [e]
    simpa using h.fun_pow 2
  · rw [pairing_trial]
    simp [M, pairing, Matrix.mulVec, dotProduct, Fin.sum_univ_two]

end

end KKRSecularVariation
```

```lean
#print axioms KKRSecularVariation.kkr_energy_stationary
#print axioms KKRSecularVariation.hermiticity_needed
#print axioms KKRSecularVariation.slope_needed
```

```
'KKRSecularVariation.kkr_energy_stationary' depends on axioms: [propext, Classical.choice, Quot.sound]
'KKRSecularVariation.hermiticity_needed' depends on axioms: [propext, Classical.choice, Quot.sound]
'KKRSecularVariation.slope_needed' depends on axioms: [propext, Classical.choice, Quot.sound]
```
